# Hückel pi energy of a six-ring with alternating bonds, through third order in the weaker coupling

**Q:** Take one ethylene: two sites joined by a bond b. The amplitudes obey x c₀ = b c₁ and x c₁ = b c₀. Eliminating c₁ gives x² = b², so the levels are ±b. What survives of this in a ring of six?

**A:** The elimination. Number the atoms 0 to 5 and let the bonds alternate between 1 and t. At t = 0 these are three ethylenes.

```lean
import Mathlib

open Polynomial Matrix Asymptotics
open scoped Topology

namespace CoupledEthylenes

noncomputable section

/-- Hückel matrix of a six-membered ring with alternating bonds `1` and `t`, relative to the
carbon level and in units of the resonance integral of the bonds of strength `1`. -/
def huckel (t : ℝ) : Matrix (Fin 6) (Fin 6) ℝ :=
  !![0, 1, 0, 0, 0, t;
     1, 0, t, 0, 0, 0;
     0, t, 0, 1, 0, 0;
     0, 0, 1, 0, t, 0;
     0, 0, 0, t, 0, 1;
     t, 0, 0, 0, 1, 0]
```

Even atoms bond only to odd ones, through a 3×3 block B, called `hop t`. `sites` sorts the atoms accordingly.

```lean
/-- Hopping amplitudes between the even-numbered atoms (rows) and the odd-numbered atoms (columns)
of the ring. -/
def hop (t : ℝ) : Matrix (Fin 3) (Fin 3) ℝ :=
  !![1, 0, t; t, 1, 0; 0, t, 1]

/-- The numbering of the ring atoms by sublattice: first the even atoms, then the odd ones. -/
def sites : Fin 3 ⊕ Fin 3 ≃ Fin 6 where
  toFun := Sum.elim ![0, 2, 4] ![1, 3, 5]
  invFun := ![.inl 0, .inr 0, .inl 1, .inr 1, .inl 2, .inr 2]
  left_inv := by
    intro x
    rcases x with i | i <;> fin_cases i <;> rfl
  right_inv := by
    intro i
    fin_cases i <;> rfl
```

**Q:** Bonding levels are positive here. Isn't that upside down?

**A:** It is a choice of unit. With carbon level α and resonance integral β < 0, which measures hopping within an ethylene, a level x has energy α + βx. Six electrons filling three bonding orbitals have total energy 6α + β·`piEnergy t`, so a larger `piEnergy` means a more stable ring.

```lean
/-- Twice the sum of the positive (bonding) levels of the ring, counted with multiplicity:
the pi energy with every bonding orbital doubly occupied. -/
def piEnergy (t : ℝ) : ℝ :=
  2 * ((huckel t).charpoly.roots.filter (fun x => 0 < x)).sum
```

The definition takes the positive roots of the matrix's own characteristic polynomial, with multiplicity. It presupposes no formula.

**Q:** Then derive the levels.

**A:** Eliminating the odd atoms leaves det(x² − BBᵀ) = 0. Each row of B has squared length 1 + t², and any two rows have inner product t. With y = x² − 1 − t²,

det(x² − BBᵀ) = y³ − 3t²y − 2t³ = (y − 2t)(y + t)²

= (x² − (1 + t)²)(x² − (1 − t + t²))².

In Lean, `huckel_bipartite` checks the block form entry by entry, and `alternant_charpoly` does the elimination for any B with equally large sublattices.

```lean
/-- Sorted by sublattice, the Hückel matrix couples even atoms only to odd atoms. -/
theorem huckel_bipartite (t : ℝ) :
    (huckel t).submatrix sites sites = fromBlocks 0 (hop t) (hop t)ᵀ 0 := by
  refine Matrix.ext fun i j => ?_
  rcases i with i | i <;> rcases j with j | j <;> fin_cases i <;> fin_cases j <;> rfl

/-- For two equally large sublattices coupled only to each other by `B`, the characteristic
polynomial is the determinant of `x² - B Bᵀ`. -/
theorem alternant_charpoly {n : Type*} [Fintype n] [DecidableEq n] (B : Matrix n n ℝ) :
    (fromBlocks 0 B Bᵀ 0).charpoly =
      ((X : ℝ[X]) ^ 2 • (1 : Matrix n n ℝ[X]) - B.map C * (Bᵀ).map C).det := by
  have hM : charmatrix (fromBlocks 0 B Bᵀ 0) =
      fromBlocks ((X : ℝ[X]) • (1 : Matrix n n ℝ[X])) (-(B.map C)) (-((Bᵀ).map C))
        ((X : ℝ[X]) • (1 : Matrix n n ℝ[X])) := by
    refine Matrix.ext fun i j => ?_
    rcases i with i | i <;> rcases j with j | j <;>
      simp [charmatrix_apply, Matrix.diagonal_apply, Matrix.one_apply]
  -- block elimination of one sublattice
  have hprod : fromBlocks ((X : ℝ[X]) • (1 : Matrix n n ℝ[X])) (-(B.map C)) (-((Bᵀ).map C))
        ((X : ℝ[X]) • (1 : Matrix n n ℝ[X])) *
      fromBlocks ((X : ℝ[X]) • (1 : Matrix n n ℝ[X])) 0 ((Bᵀ).map C) 1 =
      fromBlocks ((X : ℝ[X]) ^ 2 • (1 : Matrix n n ℝ[X]) - B.map C * (Bᵀ).map C)
        (-(B.map C)) 0 ((X : ℝ[X]) • (1 : Matrix n n ℝ[X])) := by
    rw [fromBlocks_multiply, fromBlocks_inj]
    refine ⟨?_, ?_, ?_, ?_⟩
    · simp [smul_smul, sq, sub_eq_add_neg]
    · simp
    · simp
    · simp
  have hdet := congrArg Matrix.det hprod
  rw [det_mul, det_fromBlocks_zero₁₂, det_fromBlocks_zero₂₁, det_one, mul_one] at hdet
  have hX : ((X : ℝ[X]) • (1 : Matrix n n ℝ[X])).det ≠ 0 := by
    rw [det_smul, det_one, mul_one]
    exact pow_ne_zero _ X_ne_zero
  rw [Matrix.charpoly, hM]
  exact mul_right_cancel₀ hX hdet
```

**Q:** Your elimination divides by x. What about a level at zero?

**A:** That is where `mul_right_cancel₀` carries the proof. For n atoms per sublattice, `hprod` multiplies the characteristic matrix by a block triangular matrix of determinant Xⁿ. Taking determinants gives

charpoly · Xⁿ = det(X² − BBᵀ) · Xⁿ.

Here X is a polynomial, not a number. Xⁿ is a nonzero element of `ℝ[X]`, which has no zero divisors, so it cancels. The resulting identity holds at x = 0 too, as needed at t = −1, where 1 + t is a zero level.

The 3×3 determinant then gives the factorisation, and splitting it into linear factors gives all six levels.

```lean
/-- The characteristic polynomial of the bond-alternating six-ring. -/
theorem huckel_charpoly (t : ℝ) :
    (huckel t).charpoly =
      (X ^ 2 - C ((1 + t) ^ 2)) * (X ^ 2 - C (1 - t + t ^ 2)) ^ 2 := by
  have h : (huckel t).charpoly = (fromBlocks 0 (hop t) (hop t)ᵀ 0).charpoly := by
    rw [← huckel_bipartite]
    exact (Matrix.charpoly_reindex sites.symm (huckel t)).symm
  rw [h, alternant_charpoly, det_fin_three]
  simp [hop, Matrix.mul_apply, Fin.sum_univ_three]
  ring

/-- The six orbital levels of the ring, listed with multiplicity. -/
theorem huckel_levels (t : ℝ) :
    (huckel t).charpoly.roots =
      {1 + t, √(1 - t + t ^ 2), √(1 - t + t ^ 2),
        -√(1 - t + t ^ 2), -√(1 - t + t ^ 2), -(1 + t)} := by
  have hs : (C (√(1 - t + t ^ 2)) : ℝ[X]) ^ 2 = C (1 - t + t ^ 2) := by
    rw [← C_pow, Real.sq_sqrt (by nlinarith [sq_nonneg (t - 1 / 2)])]
  have hfac : (huckel t).charpoly = (Multiset.map (fun a => X - C a)
      ({1 + t, √(1 - t + t ^ 2), √(1 - t + t ^ 2),
        -√(1 - t + t ^ 2), -√(1 - t + t ^ 2), -(1 + t)} : Multiset ℝ)).prod := by
    rw [huckel_charpoly, ← hs]
    simp only [Multiset.insert_eq_cons, Multiset.map_cons, Multiset.map_singleton,
      Multiset.prod_cons, Multiset.prod_singleton, C_neg, C_add, C_pow]
    ring
  rw [hfac, roots_multiset_prod_X_sub_C]
```

**Q:** Which of them are filled?

**A:** Write s = √(1 − t + t²), which is positive because 1 − t + t² = (t − 1/2)² + 3/4. For t > −1 the positive levels are exactly 1 + t, s and s, enough for six electrons. Doubling their sum gives

`piEnergy t` = 2(1 + t) + 4s.

The Lean proof filters the list of levels by sign.

```lean
/-- Closed form of the pi energy for every coupling `t > -1`. -/
theorem piEnergy_eq {t : ℝ} (ht : -1 < t) :
    piEnergy t = 2 * (1 + t) + 4 * √(1 - t + t ^ 2) := by
  have hs : 0 < √(1 - t + t ^ 2) :=
    Real.sqrt_pos.mpr (by nlinarith [sq_nonneg (t - 1 / 2)])
  have h1 : 0 < 1 + t := by linarith
  have h2 : ¬ 0 < -√(1 - t + t ^ 2) := by linarith
  have h3 : ¬ 0 < -(1 + t) := by linarith
  rw [piEnergy, huckel_levels]
  -- only three of the six levels are bonding
  simp only [Multiset.insert_eq_cons, Multiset.filter_cons, Multiset.filter_singleton,
    h1, hs, h2, h3, ↓reduceIte, Multiset.sum_add, Multiset.sum_singleton,
    Multiset.sum_zero, Multiset.empty_eq_zero]
  ring
```

**Q:** And the expansion?

**A:** Let p = 1 − t/2 + (3/8)t² + (3/16)t³. Squaring p reproduces 1 − t + t² through third order, and

(s − p)(s + p) = t⁴(3/64 − (9/64)t − (9/256)t²).

For |t| ≤ 1/2, both s and p are at least 1/2 and the bracket is at most 1/4 in size, so |s − p| ≤ t⁴/4. In 2(1 + t) + 4p the linear terms cancel, leaving

6 + (3/2)t² + (3/4)t³,

with an error of at most t⁴. In the code, `key` is the difference of squares and `hb` the bound on |s − p|.

```lean
/-- For `|t| ≤ 1/2` the third-order expansion of the pi energy is accurate to within `t⁴`. -/
theorem piEnergy_error {t : ℝ} (ht : |t| ≤ 1 / 2) :
    |piEnergy t - (6 + 3 / 2 * t ^ 2 + 3 / 4 * t ^ 3)| ≤ t ^ 4 := by
  obtain ⟨h1, h2⟩ := abs_le.mp ht
  rw [piEnergy_eq (by linarith)]
  have hs2 : √(1 - t + t ^ 2) ^ 2 = 1 - t + t ^ 2 :=
    Real.sq_sqrt (by nlinarith [sq_nonneg (t - 1 / 2)])
  have hs : 1 / 2 ≤ √(1 - t + t ^ 2) :=
    (Real.le_sqrt' (by norm_num)).mpr (by nlinarith [sq_nonneg (t - 1 / 2)])
  generalize √(1 - t + t ^ 2) = s at hs2 hs ⊢
  -- p is the cubic Taylor polynomial of the square root
  obtain ⟨p, hp⟩ : ∃ p : ℝ, p = 1 - t / 2 + 3 / 8 * t ^ 2 + 3 / 16 * t ^ 3 := ⟨_, rfl⟩
  have hp1 : 1 / 2 ≤ p := by
    have h : 0 ≤ t ^ 2 * (3 / 8 + 3 / 16 * t) :=
      mul_nonneg (sq_nonneg t) (by linarith)
    rw [hp]
    nlinarith
  have key : (s - p) * (s + p) = t ^ 4 * (3 / 64 - 9 / 64 * t - 9 / 256 * t ^ 2) := by
    rw [hp]
    linear_combination hs2
  have ht2 : t ^ 2 ≤ 1 / 4 := by nlinarith
  have hq : |3 / 64 - 9 / 64 * t - 9 / 256 * t ^ 2| ≤ 1 / 4 :=
    abs_le.mpr ⟨by linarith, by linarith [sq_nonneg t]⟩
  have h4 : 0 ≤ t ^ 4 := by positivity
  have hpos : 0 < s + p := by linarith
  have habs : |s - p| * (s + p) = t ^ 4 * |3 / 64 - 9 / 64 * t - 9 / 256 * t ^ 2| := by
    calc |s - p| * (s + p) = |(s - p) * (s + p)| := by rw [abs_mul, abs_of_pos hpos]
      _ = _ := by rw [key, abs_mul, abs_of_nonneg h4]
  have hb : |s - p| ≤ t ^ 4 / 4 := by
    have e1 : 0 ≤ |s - p| * (s + p - 1) := mul_nonneg (abs_nonneg _) (by linarith)
    have e2 := mul_le_mul_of_nonneg_left hq h4
    linarith
  have hd : 2 * (1 + t) + 4 * s - (6 + 3 / 2 * t ^ 2 + 3 / 4 * t ^ 3) = 4 * (s - p) := by
    rw [hp]
    ring
  rw [hd, abs_mul, abs_of_pos (by norm_num : (0 : ℝ) < 4)]
  linarith
```

An error of order t⁴ is o(t³) as t tends to 0:

```lean
/-- Expansion of the pi energy about three isolated double bonds, through third order in the
coupling `t` between them. -/
theorem piEnergy_expansion :
    (fun t : ℝ => piEnergy t - (6 + 3 / 2 * t ^ 2 + 3 / 4 * t ^ 3))
      =o[𝓝 0] (fun t : ℝ => t ^ 3) := by
  have hO : (fun t : ℝ => piEnergy t - (6 + 3 / 2 * t ^ 2 + 3 / 4 * t ^ 3))
      =O[𝓝 0] (fun t : ℝ => t ^ 4) := by
    refine IsBigO.of_bound 1 ?_
    filter_upwards [Metric.closedBall_mem_nhds (0 : ℝ) (by norm_num : (0 : ℝ) < 1 / 2)]
      with t ht
    rw [Metric.mem_closedBall, Real.dist_eq, sub_zero] at ht
    rw [Real.norm_eq_abs, Real.norm_eq_abs, one_mul,
      abs_of_nonneg (show (0 : ℝ) ≤ t ^ 4 by positivity)]
    exact piEnergy_error ht
  exact hO.trans_isLittleO (isLittleO_pow_pow (by norm_num : 3 < 4))
```

**Q:** Give me numbers.

**A:** Take t = 3/8. Then s = √(49/64) = 7/8, and the energy is 11/4 + 7/2 = 6.25 exactly. The cubic gives 6 + 513/2048, too large by 1/2048; the bound allows 81/4096.

**Q:** But benzene has t = 1.

**A:** That lies outside the range |t| ≤ 1/2 for which the error bound is proved. At t = 1 the cubic gives 8.25, while the exact value is 8. The expansion describes weakly coupled ethylenes. What does reach t = 1 is the stabilisation: since (1 − t/2)² < 1 − t + t² for t ≠ 0, we have s > 1 − t/2, and the energy value exceeds 6 for every nonzero t > −1.

```lean
/-- Every nonzero coupling `t > -1`, of either sign, gives a pi energy above `6` in units of
the resonance integral. -/
theorem six_lt_piEnergy {t : ℝ} (ht : -1 < t) (h0 : t ≠ 0) : 6 < piEnergy t := by
  have h2 : 0 < t ^ 2 := by positivity
  have hs : 1 - t / 2 < √(1 - t + t ^ 2) := Real.lt_sqrt_of_sq_lt (by nlinarith)
  rw [piEnergy_eq ht]
  linarith

/-- The pi energy is `6` for uncoupled double bonds and `8` for the ring with equal bonds. -/
theorem piEnergy_endpoints : piEnergy 0 = 6 ∧ piEnergy 1 = 8 := by
  constructor
  · rw [piEnergy_eq (by norm_num), show (1 : ℝ) - 0 + 0 ^ 2 = 1 by norm_num, Real.sqrt_one]
    norm_num
  · rw [piEnergy_eq (by norm_num), show (1 : ℝ) - 1 + 1 ^ 2 = 1 by norm_num, Real.sqrt_one]
    norm_num

end

end CoupledEthylenes
```

```lean
#print axioms CoupledEthylenes.piEnergy_expansion
#print axioms CoupledEthylenes.six_lt_piEnergy
#print axioms CoupledEthylenes.piEnergy_endpoints
```

```
'CoupledEthylenes.piEnergy_expansion' depends on axioms: [propext, Classical.choice, Quot.sound]
'CoupledEthylenes.six_lt_piEnergy' depends on axioms: [propext, Classical.choice, Quot.sound]
'CoupledEthylenes.piEnergy_endpoints' depends on axioms: [propext, Classical.choice, Quot.sound]
```

**Q:** So is this Rayleigh–Schrödinger theory?

**A:** The coefficients come from expanding the closed form, not from sums over excited states. For this non-interacting, one-parameter ring they provide a reference for a perturbation code through third order. Electron repulsion, orbital overlap and the sigma frame are absent from the model, so it says nothing about correlation or about which geometry benzene prefers.
